# Householder reflectors bring every real matrix to upper triangular form

## Reflections given by unit vectors

A set of linearly independent trial orbitals, stored as the columns of a real matrix $A$ of coefficients in a finite orthonormal basis, can be orthonormalised by reflections that clear the columns one after another. A reflection may be specified by any nonzero normal vector, with a division by its squared length, or by a unit vector $u$. Here it is specified by a unit vector:

$$H_u = 1 - 2uu^T,\qquad u\cdot u = 1 .$$

In such a basis $A^TA$ is the overlap matrix of the orbitals, and the result gives a triangular factor of it.

## The theorem in words

For every real $m\times n$ matrix $A$ there is a list of unit vectors whose reflectors multiply to an orthogonal $Q$ with $(QA)_{ij}=0$ whenever $i>j$. The list has at most $\min(m,n)$ entries, and fewer than $m$ if $m>0$. Nothing is assumed about the shape or rank of $A$.

In Lean, vectors are functions `Fin m → ℝ`, indices start at zero, and `us` is the list of unit vectors. Its length counts the reflectors; its first entry is the leftmost factor, applied last. Orthogonality reads `Qᵀ * Q = 1`.

The corollary `qr_factorisation` states $A=QR$ and $A^TA=R^TR$. Its `Q` is the usual QR factor, the transpose of the `Q` above. If the columns of $A$ are linearly independent, the first $n$ columns of this factor are an orthonormal basis of their span: these are the orthonormalised orbitals. Since $R$ is $m\times n$ and the signs of its diagonal are left open, $R$ need not be the Cholesky factor of $A^TA$.

The theorem asserts existence over the real numbers and says nothing about rounding errors. In floating-point arithmetic the sign of the new pivot entry also matters: it is commonly chosen opposite to that of the old one, to avoid cancellation in the reflection vector, whereas the proof below always takes the non-negative root.

## Clearing one column at a time

**Orthogonality.** $H_u$ is symmetric, and
$$H_u^2 = 1-4uu^T+4u(u\cdot u)u^T = 1 .$$
For $Q=H_1\cdots H_r$ the product $Q^TQ=H_r\cdots H_1H_1\cdots H_r$ therefore collapses to $1$.

**Exchange.** Let $x\neq y$ have equal length and put $d=x-y$. Then $d\cdot d = 2x\cdot x-2x\cdot y = 2\,d\cdot x$. With $u=d/|d|$,
$$H_ux = x-\frac{2\,d\cdot x}{d\cdot d}\,d = x-d = y .$$

**Target.** For a pivot $p$, set $y_i=x_i$ for $i<p$, $y_p=\bigl(\sum_{i\ge p}x_i^2\bigr)^{1/2}$, and $y_i=0$ for $i>p$. Then $|y|=|x|$.

**Elimination.** Suppose columns $0,\dots,k-1$ of $B$ vanish below the diagonal. Let $x$ be column $k$ and $y$ its target with $p=k$. If $x=y$, no reflector is needed. Otherwise $u\propto x-y$ vanishes in rows $i<k$, while each earlier column vanishes in rows $i\ge k$. So $u$ is orthogonal to the earlier columns, $H_u$ leaves them unchanged, and column $k$ becomes $y$.

**Count.** Each column costs at most one reflector, and only columns with $k+1<m$ have a row below the pivot. For $m>0$ this gives at most $\min(m-1,n)$ reflectors; for $m=0$ none is needed.

**Factorisation.** With $R=QA$, $A=Q^TR$ and $R^TR=A^TQ^TQA=A^TA$.

## One row, and vectors of the wrong length

For $m=1$ there is nothing below the diagonal: the list is empty and $Q=1$.

The formula $1-2uu^T$ does not give an orthogonal matrix for arbitrary $u$. In one dimension $u=2$ gives $-7$, whose square is $49$. Some restriction on the length is needed, although $u=0$ would be harmless, since it gives the identity.

## The Lean file

```lean
import Mathlib

open Matrix

namespace HouseholderQR

variable {m n : ℕ}

/-- The matrix `1 - 2 u uᵀ`; for a unit vector `u` it is the Householder reflector
in the hyperplane orthogonal to `u`. -/
def reflector (u : Fin m → ℝ) : Matrix (Fin m) (Fin m) ℝ :=
  1 - (2 : ℝ) • vecMulVec u u

/-- The first `k` columns of `B` vanish below the diagonal. -/
def Cleared (k : ℕ) (B : Matrix (Fin m) (Fin n) ℝ) : Prop :=
  ∀ (i : Fin m) (j : Fin n), j.val < k → j.val < i.val → B i j = 0

/-- Applying `1 - 2 u uᵀ` to `x` subtracts `2 (u · x) u` from `x`. -/
theorem reflector_mulVec (u x : Fin m → ℝ) :
    reflector u *ᵥ x = x - (2 * (u ⬝ᵥ x)) • u := by
  ext i
  simp only [mulVec, dotProduct, reflector, Matrix.sub_apply, Matrix.smul_apply,
    vecMulVec_apply, smul_eq_mul, sub_mul, Finset.sum_sub_distrib, Pi.sub_apply,
    Pi.smul_apply, Finset.mul_sum, Finset.sum_mul, Matrix.one_apply, ite_mul, one_mul,
    zero_mul, Finset.sum_ite_eq, Finset.mem_univ, if_true]
  congr 1
  exact Finset.sum_congr rfl fun j _ => by ring

/-- The matrix `1 - 2 u uᵀ` is symmetric. -/
theorem reflector_transpose (u : Fin m → ℝ) : (reflector u)ᵀ = reflector u := by
  have hP : (vecMulVec u u)ᵀ = vecMulVec u u := by
    ext i j
    simp only [transpose_apply, vecMulVec_apply]
    ring
  rw [reflector, transpose_sub, transpose_one, transpose_smul, hP]

/-- For a unit vector `u`, reflecting twice restores every vector. -/
theorem reflector_mul_self (u : Fin m → ℝ) (hu : u ⬝ᵥ u = 1) :
    reflector u * reflector u = 1 := by
  -- `u uᵀ` is a projector because `u` has unit length
  have hP : vecMulVec u u * vecMulVec u u = vecMulVec u u := by
    ext i j
    simp only [Matrix.mul_apply, vecMulVec_apply]
    calc ∑ k, u i * u k * (u k * u j) = u i * (u ⬝ᵥ u) * u j := by
          simp only [dotProduct, Finset.mul_sum, Finset.sum_mul]
          exact Finset.sum_congr rfl fun k _ => by ring
      _ = u i * u j := by rw [hu, mul_one]
  rw [reflector, two_smul ℝ]
  simp only [sub_mul, mul_sub, add_mul, mul_add, one_mul, mul_one, hP]
  abel

/-- A product of Householder reflectors with unit vectors is an orthogonal matrix. -/
theorem prod_orthogonal (us : List (Fin m → ℝ)) (hus : ∀ u ∈ us, u ⬝ᵥ u = 1) :
    ((us.map reflector).prod)ᵀ * (us.map reflector).prod = 1 := by
  induction us with
  | nil => simp
  | cons u us ih =>
    have hu := hus u List.mem_cons_self
    have ih' := ih fun v hv => hus v (List.mem_cons_of_mem _ hv)
    rw [List.map_cons, List.prod_cons, transpose_mul, reflector_transpose]
    calc _ = ((us.map reflector).prod)ᵀ * (reflector u * reflector u)
            * (us.map reflector).prod := by simp only [Matrix.mul_assoc]
      _ = 1 := by rw [reflector_mul_self u hu, mul_one, ih']

/-- Two distinct vectors `x`, `y` of equal length are connected by a reflector
whose unit vector is a multiple of `x - y`. -/
theorem reflector_exchange (x y : Fin m → ℝ) (hne : x ≠ y) (h : x ⬝ᵥ x = y ⬝ᵥ y) :
    ∃ c : ℝ, (c • (x - y)) ⬝ᵥ (c • (x - y)) = 1 ∧ reflector (c • (x - y)) *ᵥ x = y := by
  have hd0 : (x - y) ⬝ᵥ (x - y) ≠ 0 := fun h0 =>
    hne (sub_eq_zero.mp (dotProduct_self_eq_zero.mp h0))
  have hd1 : 0 ≤ (x - y) ⬝ᵥ (x - y) := Finset.sum_nonneg fun i _ => mul_self_nonneg _
  -- for equal lengths, `x - y` is twice the projection of `x` onto it
  have hx : 2 * ((x - y) ⬝ᵥ x) = (x - y) ⬝ᵥ (x - y) := by
    simp only [dotProduct_sub, sub_dotProduct]
    linarith [dotProduct_comm x y]
  obtain ⟨c, hc⟩ : ∃ c : ℝ, c * c * ((x - y) ⬝ᵥ (x - y)) = 1 :=
    ⟨(√((x - y) ⬝ᵥ (x - y)))⁻¹, by
      rw [← mul_inv, Real.mul_self_sqrt hd1, inv_mul_cancel₀ hd0]⟩
  refine ⟨c, ?_, ?_⟩
  · rw [smul_dotProduct, dotProduct_smul, smul_eq_mul, smul_eq_mul, ← mul_assoc, hc]
  · have h1 : 2 * (c * ((x - y) ⬝ᵥ x)) * c = 1 := by
      linear_combination c * c * hx + hc
    rw [reflector_mulVec, smul_dotProduct, smul_eq_mul, smul_smul, h1, one_smul,
      sub_sub_cancel]

/-- Every vector `x` has a target of the same length that agrees with `x` above the pivot `p`
and vanishes below it. -/
theorem exists_target (x : Fin m → ℝ) (p : Fin m) :
    ∃ y : Fin m → ℝ, y ⬝ᵥ y = x ⬝ᵥ x ∧ (∀ i, i < p → y i = x i) ∧ ∀ i, p < i → y i = 0 := by
  -- the pivot entry `s` carries the whole length of the trailing part
  obtain ⟨s, hs⟩ : ∃ s : ℝ, s * s = ∑ i, if i < p then 0 else x i * x i :=
    ⟨√(∑ i, if i < p then 0 else x i * x i), Real.mul_self_sqrt
      (Finset.sum_nonneg fun i _ => by
        split_ifs
        exacts [le_rfl, mul_self_nonneg _])⟩
  refine ⟨fun i => if i < p then x i else if i = p then s else 0, ?_, ?_, ?_⟩
  · simp only [dotProduct]
    calc _ = ∑ i, ((if i < p then x i * x i else 0) + if i = p then s * s else 0) := by
          refine Finset.sum_congr rfl fun i _ => ?_
          rcases lt_trichotomy i p with h | h | h
          · simp [h, h.ne]
          · simp [h]
          · simp [lt_asymm h, h.ne']
      _ = ∑ i, x i * x i := by
          simp only [Finset.sum_add_distrib, Finset.sum_ite_eq', Finset.mem_univ, if_true, hs]
          rw [← Finset.sum_add_distrib]
          refine Finset.sum_congr rfl fun i _ => ?_
          split_ifs <;> simp
  · intro i hi
    simp [hi]
  · intro i hi
    simp [lt_asymm hi, hi.ne']

/-- One step of the algorithm: if the first `k` columns are cleared, then column `k`
(counted from zero) is cleared already, or one reflector clears it and keeps the others cleared. -/
theorem eliminate_column (B : Matrix (Fin m) (Fin n) ℝ) (k : ℕ) (hm : k < m) (hn : k < n)
    (hB : Cleared k B) :
    Cleared (k + 1) B ∨ ∃ u : Fin m → ℝ, u ⬝ᵥ u = 1 ∧ Cleared (k + 1) (reflector u * B) := by
  obtain ⟨y, hyy, hlo, hhi⟩ := exists_target (fun i => B i ⟨k, hn⟩) ⟨k, hm⟩
  by_cases hxy : (fun i => B i ⟨k, hn⟩) = y
  · left
    intro i j hj hij
    rcases Nat.lt_or_eq_of_le (Nat.le_of_lt_succ hj) with h | h
    · exact hB i j h hij
    · have hjk : j = ⟨k, hn⟩ := Fin.ext h
      subst hjk
      exact (congrFun hxy i).trans (hhi i (Fin.lt_def.mpr hij))
  · right
    obtain ⟨c, hu, hx⟩ := reflector_exchange _ y hxy hyy.symm
    refine ⟨_, hu, ?_⟩
    intro i j hj hij
    change (reflector _ *ᵥ fun l => B l j) i = 0
    rcases Nat.lt_or_eq_of_le (Nat.le_of_lt_succ hj) with h | h
    · -- earlier columns are orthogonal to the reflection vector
      have h0 : (c • ((fun i => B i ⟨k, hn⟩) - y)) ⬝ᵥ (fun l => B l j) = 0 := by
        refine Finset.sum_eq_zero fun l _ => ?_
        by_cases hl : l.val < k
        · simp [hlo l (Fin.lt_def.mpr hl)]
        · simp [hB l j h (by omega)]
      rw [reflector_mulVec, h0]
      simp [hB i j h hij]
    · have hjk : j = ⟨k, hn⟩ := Fin.ext h
      subst hjk
      rw [hx]
      exact hhi i (Fin.lt_def.mpr hij)

/-- For `k ≤ n`, the first `k` columns of `A` are cleared by a product of at most `min m k`
reflectors with unit vectors, and of fewer than `m` if there is a row at all. -/
theorem clear_columns (A : Matrix (Fin m) (Fin n) ℝ) (k : ℕ) (hk : k ≤ n) :
    ∃ us : List (Fin m → ℝ), us.length ≤ min m k ∧ (0 < m → us.length < m) ∧
      (∀ u ∈ us, u ⬝ᵥ u = 1) ∧ Cleared k ((us.map reflector).prod * A) := by
  induction k with
  | zero => exact ⟨[], by simp, by simp, by simp, fun i j h => absurd h (Nat.not_lt_zero _)⟩
  | succ k ih =>
    obtain ⟨us, hl, hl', hu, hc⟩ := ih (by omega)
    by_cases hm : k + 1 < m
    · rcases eliminate_column _ k (by omega) (by omega) hc with h | ⟨u, h1, h2⟩
      · exact ⟨us, by omega, hl', hu, h⟩
      · refine ⟨u :: us, ?_, fun _ => ?_, ?_, ?_⟩
        · rw [List.length_cons]
          omega
        · rw [List.length_cons]
          omega
        · intro v hv
          rcases List.mem_cons.mp hv with rfl | hv
          exacts [h1, hu v hv]
        · rw [List.map_cons, List.prod_cons, Matrix.mul_assoc]
          exact h2
    · -- no row is left below the pivot
      refine ⟨us, by omega, hl', hu, fun i j hj hij => hc i j ?_ hij⟩
      have := i.isLt
      omega

/-- Householder triangularisation: every real `m × n` matrix `A` is brought to upper triangular
form `Q A` by an orthogonal `Q` that is a product of at most `min m n` reflectors,
and of fewer than `m` if `m > 0`. -/
theorem householder_triangularisation (A : Matrix (Fin m) (Fin n) ℝ) :
    ∃ (Q : Matrix (Fin m) (Fin m) ℝ) (us : List (Fin m → ℝ)),
      Q = (us.map reflector).prod ∧ (∀ u ∈ us, u ⬝ᵥ u = 1) ∧
      us.length ≤ min m n ∧ (0 < m → us.length < m) ∧ Qᵀ * Q = 1 ∧
      ∀ (i : Fin m) (j : Fin n), j.val < i.val → (Q * A) i j = 0 := by
  obtain ⟨us, hl, hl', hu, hc⟩ := clear_columns A n le_rfl
  exact ⟨_, us, rfl, hu, hl, hl', prod_orthogonal us hu, fun i j hij => hc i j j.isLt hij⟩

/-- QR factorisation: every real matrix is `A = Q R` with `Q` orthogonal and `R` upper triangular,
and `R` also factorises the overlap matrix of the columns, `Aᵀ A = Rᵀ R`. -/
theorem qr_factorisation (A : Matrix (Fin m) (Fin n) ℝ) :
    ∃ (Q : Matrix (Fin m) (Fin m) ℝ) (R : Matrix (Fin m) (Fin n) ℝ),
      Qᵀ * Q = 1 ∧ (∀ (i : Fin m) (j : Fin n), j.val < i.val → R i j = 0) ∧
      A = Q * R ∧ Aᵀ * A = Rᵀ * R := by
  obtain ⟨Q, -, -, -, -, -, hQ, hR⟩ := householder_triangularisation A
  have hA : Qᵀ * (Q * A) = A := by rw [← Matrix.mul_assoc, hQ, Matrix.one_mul]
  refine ⟨Qᵀ, Q * A, ?_, hR, hA.symm, ?_⟩
  · rw [transpose_transpose]
    exact mul_eq_one_comm.mp hQ
  · rw [transpose_mul, Matrix.mul_assoc, hA]

end HouseholderQR
```

```lean
#print axioms HouseholderQR.householder_triangularisation
#print axioms HouseholderQR.qr_factorisation
```

```
'HouseholderQR.householder_triangularisation' depends on axioms: [propext, Classical.choice, Quot.sound]
'HouseholderQR.qr_factorisation' depends on axioms: [propext, Classical.choice, Quot.sound]
```

## From single reflectors to the induction

`reflector_mulVec` gives the action on a vector. `reflector_transpose` and `reflector_mul_self` supply symmetry and $H_u^2=1$, and `prod_orthogonal` collapses the product by induction on the list.

In `reflector_exchange`, `hx` is the identity $d\cdot d=2\,d\cdot x$, and `c` is the normalising factor $1/|d|$. `exists_target` builds $y$ and compares lengths by splitting each index into below, at or above the pivot.

`eliminate_column` distinguishes whether the column already equals its target. If not, `h0` is the orthogonality to an earlier column, checked term by term: in each product one factor is zero.

`clear_columns` is the induction over columns. If `k + 1 < m`, a new reflector may be put at the head of the list; otherwise the old list still works. `omega` settles the counts. Taking $k=n$ gives `householder_triangularisation`. For the QR form, `mul_eq_one_comm` turns $Q^TQ=1$ into $QQ^T=1$, so that the transpose is orthogonal too.
